# The matrix of amplitudes ⟨e_i|f_j⟩ between two finite orthonormal bases is unitary

The theorem `overlap_unitary` concerns a complex inner product space `E` with two orthonormal bases `e` and `f`, both indexed by the same finite type `n`, so the state space is finite-dimensional and the basis vectors are normalised. It states that the matrix `overlap e f`, whose entries are the transition amplitudes ⟨e_i|f_j⟩, lies in `Matrix.unitaryGroup n ℂ`: the change from one orthonormal basis to another is unitary. The attempt uses `Matrix.mem_unitaryGroup_iff` to reduce this to U U† = 1 and takes the entry (i, k), which is the sum over j of ⟨e_i|f_j⟩ times the conjugate of ⟨e_k|f_j⟩. It then means to turn that conjugate into ⟨f_j|e_k⟩, collapse the sum to ⟨e_i|e_k⟩ by the resolution of the identity in `f`, and finish with the orthonormality of `e`.

This version doesn't compile in Lean 4 with Mathlib:

```lean
import Mathlib

open Finset
open scoped InnerProductSpace ComplexConjugate

namespace UnbiasedExtremality

noncomputable section

variable {n : Type*} [Fintype n] [DecidableEq n]

/-- The matrix of amplitudes `⟨e_i|f_j⟩` between two orthonormal bases. -/
def overlap {E : Type*} [NormedAddCommGroup E] [InnerProductSpace ℂ E]
    (e f : OrthonormalBasis n ℂ E) : Matrix n n ℂ :=
  Matrix.of fun i j => ⟪e i, f j⟫_ℂ

/-- The overlap matrix of two orthonormal bases is unitary. -/
theorem overlap_unitary {E : Type*} [NormedAddCommGroup E] [InnerProductSpace ℂ E]
    (e f : OrthonormalBasis n ℂ E) : overlap e f ∈ Matrix.unitaryGroup n ℂ := by
  rw [Matrix.mem_unitaryGroup_iff]
  ext i k
  simp only [Matrix.mul_apply, Matrix.star_apply, overlap, Matrix.of_apply,
    starRingEnd_apply.symm, inner_conj_symm]
  -- resolution of the identity in the basis `f`
  rw [f.sum_inner_mul_inner, orthonormal_iff_ite.mp e.orthonormal, Matrix.one_apply]

end

end UnbiasedExtremality
```

The compiler's answer:

```
Main.lean:23:4: error(lean.unknownIdentifier): Unknown constant `starRingEnd_apply.symm`
Main.lean:25:6: error: Tactic `rewrite` failed: Did not find an occurrence of the pattern
  ∑ i, ⟪?x, f i⟫_ℂ * ⟪f i, ?y⟫_ℂ
in the target expression
  ∑ j, ⟪e i, f j⟫_ℂ * star ⟪e k, f j⟫_ℂ = 1 i k

n : Type u_1
inst✝³ : Fintype n
inst✝² : DecidableEq n
E : Type u_2
inst✝¹ : NormedAddCommGroup E
inst✝ : InnerProductSpace ℂ E
e f : OrthonormalBasis n ℂ E
i k : n
⊢ ∑ j, ⟪e i, f j⟫_ℂ * star ⟪e k, f j⟫_ℂ = 1 i k

Note: The target expression is not type-correct under the `implicit` transparency level, which may have triggered the failure. This is usually caused by unfolding of semireducible definitions in prior tactic steps. Use `set_option linter.tacticCheckInstances true` to investigate the source of the issue.
Full error:
  function expected
    1 i
Main.lean:23:28: warning: This simp argument is unused:
  inner_conj_symm

Hint: Omit it from the simp argument list.
  [apply] simp only [Matrix.mul_apply, Matrix.star_apply, overlap, Matrix.of_apply, starRingEnd_apply.symm]

Note: This linter can be disabled with `set_option linter.unusedSimpArgs false`
```

Diagnosis. The first error comes from using `.symm` on a lemma that still awaits an explicit argument. `starRingEnd_apply` takes the element `x` explicitly, so without it the lemma has a function type, not the type of an equation, and the dot notation does not reach `Eq.symm`. Lean then reports `starRingEnd_apply.symm` as an unknown constant. The intended rewrite from `star` to `conj` is therefore missing from the simp set.

The other two messages follow from this. `inner_conj_symm` is stated with `conj`, that is `starRingEnd ℂ`, applied to an inner product, while the goal still has `star ⟪e k, f j⟫_ℂ`. The lemma never fires, hence the warning that it is unused. `f.sum_inner_mul_inner` needs summands `⟪?x, f i⟫_ℂ * ⟪f i, ?y⟫_ℂ`, but the second factor is still headed by `star`, so `rw` finds no occurrence. The note on transparency concerns `1 i`, the identity matrix applied to an index; the diff leaves that side unchanged and the file compiles.

The single change replaces the faulty term with `Complex.star_def`, which rewrites `star` on `ℂ` as `conj`. Then `inner_conj_symm` turns the second factor into `⟪f j, e k⟫_ℂ`, the sum matches the pattern, and the unchanged `rw` line closes the goal.

Fix (accepted with no message):

```diff
@@ -21,5 +21,5 @@
   ext i k
   simp only [Matrix.mul_apply, Matrix.star_apply, overlap, Matrix.of_apply,
-    starRingEnd_apply.symm, inner_conj_symm]
+    Complex.star_def, inner_conj_symm]
   -- resolution of the identity in the basis `f`
   rw [f.sum_inner_mul_inner, orthonormal_iff_ite.mp e.orthonormal, Matrix.one_apply]
```
